# Dropping the QM–MM block of a positive semidefinite Hessian never lowers the harmonic zero-point energy

## Can the coupling between the two regions raise the zero-point energy?

By "neglecting the QM–MM vibrational coupling" I mean this: take the mass-weighted Hessian of the whole system, set its off-diagonal QM–MM block to zero, and leave the two diagonal blocks as they are. I then add the zero-point energies of the two blocks. What bothers me is the sign of the error. Coupling two modes pushes the upper frequency up and the lower one down, so with hundreds of modes I would expect the net effect to go either way. Does it?

## Not at a minimum with the diagonal blocks held fixed

The error has a definite sign, and your reading of "neglecting" matters for it. The diagonal blocks come from the full Hessian, so the QM block describes the QM atoms vibrating with the MM atoms clamped in place, and vice versa. They are not the Hessians of two isolated fragments, for which the comparison below says nothing.

Write the mass-weighted Hessian as

$$H=\begin{pmatrix}A&B\\B^T&C\end{pmatrix},$$

with QM block $A$, MM block $C$ and coupling $B$. Suppose that $H$ is positive semidefinite, as it is at a minimum of the potential energy. Its eigenvalues $\lambda_i\ge 0$ are squared frequencies, and the harmonic zero-point energy is $E(H)=\frac{\hbar}{2}\sum_i\sqrt{\lambda_i}$. Then

$$E(H)\le E(A)+E(C),$$

and for $\hbar>0$ equality holds exactly when $B=0$.

Two modes already show what happens to your argument. Take $A=5$, $C=5$, $B=4$ in some unit of squared frequency. The eigenvalues of $H$ are $9$ and $1$, so the frequencies are $3$ and $1$, with sum $4$. Without the coupling, both frequencies are $\sqrt5\approx2.236$, with sum about $4.472$. The coupling shifts the squared frequencies by $+4$ and $-4$, but after the square root the lower mode loses more than the upper one gains. The zero-point energy is $2\hbar$ with the coupling and about $2.236\hbar$ without it.

**A square root of the Hessian.** For any number of modes, let the columns of $U$ be orthonormal eigenvectors of $H$, so that $U^TU=UU^T=1$ and $HU=U\Lambda$ with $\Lambda=\mathrm{diag}(\lambda_i)$. Put $D=\mathrm{diag}(\sqrt{\lambda_i})$ and $S=UDU^T$. Then $S$ is symmetric, and

$$S^2=UD^2U^T=U\Lambda U^T=HUU^T=H,\qquad \mathrm{tr}\,S=\mathrm{tr}(U^TUD)=\sum_i\sqrt{\lambda_i}.$$

Split this frequency matrix like the Hessian, into blocks $P$, $Q$, $Q^T$, $R$ with $P$ and $R$ symmetric. Multiplying out $S^2=H$ gives

$$A=PP^T+QQ^T,\qquad B=PQ+QR,\qquad C=RR^T+Q^TQ,$$

and the frequency sum of $H$ is $\mathrm{tr}\,P+\mathrm{tr}\,R$. In the example, $P=R=2$ and $Q=1$.

**The estimate for one block.** Let $V$ be the orthogonal matrix of normal modes of $A$, with eigenvalues $\alpha_i$, and set $M=V^TPV$ and $N=V^TQ$. Then

$$MM^T+NN^T=V^TAV=\mathrm{diag}(\alpha_i).$$

The $i$-th diagonal entry reads $\sum_jM_{ij}^2+\sum_jN_{ij}^2=\alpha_i$. Keeping only $M_{ii}^2$ from the first sum gives

$$M_{ii}^2+\sum_jN_{ij}^2\le\alpha_i,$$

hence $M_{ii}\le\sqrt{\alpha_i}$. Summing over $i$ gives $\mathrm{tr}\,P=\mathrm{tr}\,M\le\sum_i\sqrt{\alpha_i}$. If the two ends are equal, then $M_{ii}=\sqrt{\alpha_i}$ for every $i$, which forces $\sum_jN_{ij}^2=0$. So $N=0$ and $Q=VN=0$.

**Both blocks together.** The same estimate for $C$, with $R$ in place of $P$ and $Q^T$ in place of $Q$, bounds $\mathrm{tr}\,R$ by the frequency sum of $C$. Adding the two bounds and multiplying by $\hbar/2$ gives the inequality.

**When equality holds.** If the energies agree and $\hbar>0$, both bounds are equalities, so $Q=0$ and therefore $B=PQ+QR=0$. Conversely, let $B=0$. The diagonal blocks $A$ and $C$ are positive semidefinite because $H$ is, so they have symmetric roots $P$ and $R$, constructed as $S$ was above, whose traces are the frequency sums of $A$ and $C$. The block-diagonal matrix $T$ with blocks $P$ and $R$ satisfies $TT^T=H$. The one-block estimate, applied to all of $H$ with $Q=0$, says that $\mathrm{tr}\,P+\mathrm{tr}\,R$ is at most the frequency sum of $H$. This is the reverse inequality.

**What the Lean statement says.** The finite index types `m` and `n` label the mass-weighted coordinates of the QM and MM atoms, and their sizes are arbitrary. The full Hessian is `fromBlocks A B Bᵀ C`, and `PosSemidef` says that it is symmetric with a non-negative quadratic form. The definition `frequencySum` adds the square roots of the eigenvalues with multiplicity, and `zeroPointEnergy` multiplies by `ħ / 2`, where `ħ` is a real parameter. The hypotheses `hA` and `hC` state that the diagonal blocks are symmetric. They restrict nothing, since this follows from the symmetry of $H$, but `frequencySum` takes such a proof as its argument.

The theorem `zeroPointEnergy_le_uncoupled` is the inequality for `0 ≤ ħ`, and `zeroPointEnergy_eq_uncoupled_iff` is the equality condition for `0 < ħ`. The matrices are taken as already mass-weighted, and the harmonic zero-point formula is a definition here, not derived from the Schrödinger equation. Anharmonicity does not enter.

Positivity of the two blocks alone would not be enough. With $A=C=1$ and $B=8$ the eigenvalues of $H$ are $9$ and $-7$. Lean's real square root sends $-7$ to $0$, which amounts to leaving out the imaginary frequency, so the frequency sum would be $3$ with the coupling and $2$ without it.

```lean
import Mathlib

open Matrix

namespace QMMMVibrations

noncomputable section

variable {m n : Type*} [Fintype m] [DecidableEq m] [Fintype n] [DecidableEq n]

/-- The sum of the harmonic frequencies, the square roots of the eigenvalues of a
positive semidefinite mass-weighted Hessian, counted with multiplicity. -/
def frequencySum {H : Matrix n n ℝ} (hH : H.IsHermitian) : ℝ :=
  ∑ i, √(hH.eigenvalues i)

/-- The harmonic zero-point energy of a positive semidefinite mass-weighted Hessian:
`ħ / 2` times the sum of its frequencies. -/
def zeroPointEnergy (ħ : ℝ) {H : Matrix n n ℝ} (hH : H.IsHermitian) : ℝ :=
  ħ / 2 * frequencySum hH

/-- A real symmetric Hessian has an orthogonal matrix of normal modes, whose columns are
eigenvectors of the Hessian. -/
theorem exists_normal_modes {H : Matrix n n ℝ} (hH : H.IsHermitian) :
    ∃ U : Matrix n n ℝ, Uᵀ * U = 1 ∧ H * U = U * diagonal hH.eigenvalues := by
  refine ⟨Matrix.of fun i j => (hH.eigenvectorBasis j).ofLp i, ?_, ?_⟩
  · ext i j
    have h := orthonormal_iff_ite.mp hH.eigenvectorBasis.orthonormal i j
    simp only [PiLp.inner_apply, RCLike.inner_apply, conj_trivial] at h
    rw [Matrix.mul_apply, Matrix.one_apply]
    refine Eq.trans ?_ h
    exact Finset.sum_congr rfl fun k _ => mul_comm _ _
  · ext i j
    have h := congrFun (hH.mulVec_eigenvectorBasis j) i
    rw [Matrix.mul_diagonal]
    calc _ = hH.eigenvalues j * (hH.eigenvectorBasis j).ofLp i := h
      _ = _ := mul_comm _ _

/-- A positive semidefinite Hessian is the square of a symmetric frequency matrix whose
trace is the sum of the harmonic frequencies. -/
theorem exists_frequency_matrix {H : Matrix n n ℝ} (hH : H.PosSemidef) :
    ∃ S : Matrix n n ℝ, Sᵀ = S ∧ S * S = H ∧ S.trace = frequencySum hH.isHermitian := by
  obtain ⟨U, hU, hHU⟩ := exists_normal_modes hH.isHermitian
  have hU' : U * Uᵀ = 1 := mul_eq_one_comm.mp hU
  obtain ⟨D, hD⟩ : ∃ D : Matrix n n ℝ,
    D = diagonal fun i => √(hH.isHermitian.eigenvalues i) := ⟨_, rfl⟩
  have hDD : D * D = diagonal hH.isHermitian.eigenvalues := by
    rw [hD, Matrix.diagonal_mul_diagonal]
    congr 1
    ext i
    exact Real.mul_self_sqrt (hH.eigenvalues_nonneg i)
  refine ⟨U * D * Uᵀ, ?_, ?_, ?_⟩
  · simp [hD, Matrix.transpose_mul, Matrix.mul_assoc]
  · calc U * D * Uᵀ * (U * D * Uᵀ) = U * D * (Uᵀ * U) * D * Uᵀ := by noncomm_ring
      _ = U * (D * D) * Uᵀ := by rw [hU]; noncomm_ring
      _ = H * (U * Uᵀ) := by rw [hDD, ← hHU, Matrix.mul_assoc]
      _ = H := by rw [hU', Matrix.mul_one]
  · rw [Matrix.trace_mul_comm, ← Matrix.mul_assoc, hU, Matrix.one_mul, hD,
      Matrix.trace_diagonal]
    rfl

omit [DecidableEq n] in
/-- If a Hessian is `A = P Pᵀ + Q Qᵀ`, the trace of `P` is at most the sum of the
frequencies of `A`, and equality forces `Q = 0`. -/
theorem trace_le_frequencySum {A P : Matrix m m ℝ} {Q : Matrix m n ℝ}
    (hA : A.IsHermitian) (hPQ : A = P * Pᵀ + Q * Qᵀ) :
    P.trace ≤ frequencySum hA ∧ (P.trace = frequencySum hA → Q = 0) := by
  obtain ⟨U, hU, hAU⟩ := exists_normal_modes hA
  have hU' : U * Uᵀ = 1 := mul_eq_one_comm.mp hU
  -- express P and Q in the normal modes of A
  obtain ⟨M, hM⟩ : ∃ M, M = Uᵀ * P * U := ⟨_, rfl⟩
  obtain ⟨N, hN⟩ : ∃ N, N = Uᵀ * Q := ⟨_, rfl⟩
  have h1 : M * Mᵀ = Uᵀ * (P * Pᵀ) * U := by
    calc M * Mᵀ = Uᵀ * P * (U * Uᵀ) * Pᵀ * U := by
          simp only [hM, Matrix.transpose_mul, Matrix.transpose_transpose, Matrix.mul_assoc]
      _ = _ := by rw [hU', Matrix.mul_one]; simp only [Matrix.mul_assoc]
  have h2 : N * Nᵀ = Uᵀ * (Q * Qᵀ) * U := by
    simp only [hN, Matrix.transpose_mul, Matrix.transpose_transpose, Matrix.mul_assoc]
  have hdiag : M * Mᵀ + N * Nᵀ = diagonal hA.eigenvalues := by
    rw [h1, h2, ← Matrix.add_mul, ← Matrix.mul_add, ← hPQ, Matrix.mul_assoc, hAU,
      ← Matrix.mul_assoc, hU, Matrix.one_mul]
  have hrow : ∀ i, M i i ^ 2 + ∑ j, N i j ^ 2 ≤ hA.eigenvalues i := by
    intro i
    have h := congrFun (congrFun hdiag i) i
    rw [Matrix.add_apply, Matrix.mul_apply, Matrix.mul_apply, Matrix.diagonal_apply_eq] at h
    simp only [Matrix.transpose_apply, ← sq] at h
    have h3 : M i i ^ 2 ≤ ∑ j, M i j ^ 2 :=
      Finset.single_le_sum (f := fun j => M i j ^ 2) (fun j _ => sq_nonneg _)
        (Finset.mem_univ i)
    linarith
  have hNn : ∀ i, 0 ≤ ∑ j, N i j ^ 2 := fun i => Finset.sum_nonneg fun j _ => sq_nonneg _
  have hle : ∀ i, M i i ≤ √(hA.eigenvalues i) := fun i =>
    (le_abs_self _).trans (Real.abs_le_sqrt (by linarith [hrow i, hNn i]))
  have htr : P.trace = ∑ i, M i i := by
    have h : M.trace = P.trace := by
      rw [hM, Matrix.trace_mul_comm, ← Matrix.mul_assoc, hU', Matrix.one_mul]
    exact h.symm
  refine ⟨by rw [htr]; exact Finset.sum_le_sum fun i _ => hle i, fun heq => ?_⟩
  rw [htr] at heq
  -- equality holds mode by mode, which leaves no room for N
  have hN0 : N = 0 := by
    ext i j
    have h4 := (Finset.sum_eq_sum_iff_of_le (fun i _ => hle i)).mp heq i (Finset.mem_univ i)
    have h5 : 0 ≤ hA.eigenvalues i := by linarith [hrow i, hNn i, sq_nonneg (M i i)]
    have h6 : M i i ^ 2 = hA.eigenvalues i := by rw [h4, Real.sq_sqrt h5]
    have h7 : N i j ^ 2 ≤ ∑ k, N i k ^ 2 :=
      Finset.single_le_sum (f := fun k => N i k ^ 2) (fun k _ => sq_nonneg _)
        (Finset.mem_univ j)
    have h8 : N i j ^ 2 = 0 := le_antisymm (by linarith [hrow i]) (sq_nonneg _)
    exact pow_eq_zero_iff (two_ne_zero) |>.mp h8
  calc Q = U * Uᵀ * Q := by rw [hU', Matrix.one_mul]
    _ = U * N := by rw [hN, Matrix.mul_assoc]
    _ = 0 := by rw [hN0, Matrix.mul_zero]

omit [DecidableEq m] [DecidableEq n] in
/-- The trace of a QM/MM block matrix is the sum of the traces of its diagonal blocks. -/
theorem trace_blocks (P : Matrix m m ℝ) (Q : Matrix m n ℝ) (Q' : Matrix n m ℝ)
    (R : Matrix n n ℝ) : (fromBlocks P Q Q' R).trace = P.trace + R.trace := by
  simp [Matrix.trace, Fintype.sum_sum_type]

/-- For a positive semidefinite QM/MM Hessian there are matrices `P`, `Q`, `R` with
`A = P Pᵀ + Q Qᵀ`, `B = P Q + Q R` and `C = R Rᵀ + Qᵀ Q`, such that the frequency sum of the whole
Hessian is `tr P + tr R`. -/
theorem exists_frequency_blocks {A : Matrix m m ℝ} {B : Matrix m n ℝ} {C : Matrix n n ℝ}
    (hH : (fromBlocks A B Bᵀ C).PosSemidef) :
    ∃ (P : Matrix m m ℝ) (Q : Matrix m n ℝ) (R : Matrix n n ℝ),
      A = P * Pᵀ + Q * Qᵀ ∧ B = P * Q + Q * R ∧ C = R * Rᵀ + Qᵀ * Qᵀᵀ ∧
      frequencySum hH.isHermitian = P.trace + R.trace := by
  obtain ⟨S, hsym, hsq, htr⟩ := exists_frequency_matrix hH
  obtain ⟨P, Q, Q', R, rfl⟩ : ∃ P Q Q' R, S = fromBlocks P Q Q' R :=
    ⟨_, _, _, _, (Matrix.fromBlocks_toBlocks S).symm⟩
  rw [Matrix.fromBlocks_transpose, Matrix.fromBlocks_inj] at hsym
  rw [Matrix.fromBlocks_multiply, Matrix.fromBlocks_inj] at hsq
  obtain ⟨hP, -, hQ, hR⟩ := hsym
  obtain ⟨hA, hB, -, hC⟩ := hsq
  refine ⟨P, Q, R, ?_, hB.symm, ?_, ?_⟩
  · rw [hP, hQ, hA]
  · rw [hR, Matrix.transpose_transpose, hQ, add_comm, hC]
  · rw [← htr, trace_blocks]

/-- For `ħ ≥ 0`, the harmonic zero-point energy of a positive semidefinite mass-weighted Hessian is
at most the sum of the zero-point energies of its QM and MM diagonal blocks. -/
theorem zeroPointEnergy_le_uncoupled {ħ : ℝ} (hħ : 0 ≤ ħ)
    {A : Matrix m m ℝ} {B : Matrix m n ℝ} {C : Matrix n n ℝ}
    (hH : (fromBlocks A B Bᵀ C).PosSemidef) (hA : A.IsHermitian) (hC : C.IsHermitian) :
    zeroPointEnergy ħ hH.isHermitian ≤ zeroPointEnergy ħ hA + zeroPointEnergy ħ hC := by
  obtain ⟨P, Q, R, h1, -, h2, h3⟩ := exists_frequency_blocks hH
  unfold zeroPointEnergy
  rw [← mul_add, h3]
  exact mul_le_mul_of_nonneg_left
    (add_le_add (trace_le_frequencySum hA h1).1 (trace_le_frequencySum hC h2).1)
    (by positivity)

/-- For a positive semidefinite mass-weighted Hessian and `ħ > 0`, the zero-point energy equals
the sum of the QM and MM zero-point energies exactly when the coupling block vanishes. -/
theorem zeroPointEnergy_eq_uncoupled_iff {ħ : ℝ} (hħ : 0 < ħ)
    {A : Matrix m m ℝ} {B : Matrix m n ℝ} {C : Matrix n n ℝ}
    (hH : (fromBlocks A B Bᵀ C).PosSemidef) (hA : A.IsHermitian) (hC : C.IsHermitian) :
    zeroPointEnergy ħ hH.isHermitian = zeroPointEnergy ħ hA + zeroPointEnergy ħ hC ↔
      B = 0 := by
  have hne : ħ / 2 ≠ 0 := by positivity
  constructor
  · intro h
    unfold zeroPointEnergy at h
    rw [← mul_add] at h
    have h0 := mul_left_cancel₀ hne h
    obtain ⟨P, Q, R, h1, hB, h2, h3⟩ := exists_frequency_blocks hH
    have hP := trace_le_frequencySum hA h1
    have hR := trace_le_frequencySum hC h2
    have hQ : Q = 0 := hP.2 (by linarith [hP.1, hR.1])
    rw [hB, hQ, Matrix.mul_zero, Matrix.zero_mul, add_zero]
  · rintro rfl
    refine le_antisymm (zeroPointEnergy_le_uncoupled hħ.le hH hA hC) ?_
    have hA' : A.PosSemidef := by
      have h := hH.submatrix Sum.inl
      exact h
    have hC' : C.PosSemidef := by
      have h := hH.submatrix Sum.inr
      exact h
    -- the separate frequency matrices form a frequency matrix of the whole system
    obtain ⟨P, hPt, hPP, hPtr⟩ := exists_frequency_matrix hA'
    obtain ⟨R, hRt, hRR, hRtr⟩ := exists_frequency_matrix hC'
    have hS : fromBlocks A 0 (0 : Matrix m n ℝ)ᵀ C =
        fromBlocks P 0 0 R * (fromBlocks P 0 0 R)ᵀ +
          (0 : Matrix (m ⊕ n) (m ⊕ n) ℝ) * (0 : Matrix (m ⊕ n) (m ⊕ n) ℝ)ᵀ := by
      simp [Matrix.fromBlocks_transpose, Matrix.fromBlocks_multiply, hPt, hRt, hPP, hRR]
    have h := (trace_le_frequencySum hH.isHermitian hS).1
    rw [trace_blocks, hPtr, hRtr] at h
    unfold zeroPointEnergy
    rw [← mul_add]
    exact mul_le_mul_of_nonneg_left h (by positivity)

end

end QMMMVibrations
```

```lean
#print axioms QMMMVibrations.zeroPointEnergy_le_uncoupled
#print axioms QMMMVibrations.zeroPointEnergy_eq_uncoupled_iff
```

```
'QMMMVibrations.zeroPointEnergy_le_uncoupled' depends on axioms: [propext, Classical.choice, Quot.sound]
'QMMMVibrations.zeroPointEnergy_eq_uncoupled_iff' depends on axioms: [propext, Classical.choice, Quot.sound]
```

**How the lemmas divide the work.** `exists_normal_modes` assembles Mathlib's orthonormal eigenvectors into the columns of an orthogonal matrix. `exists_frequency_matrix` builds $S=UDU^T$ from it. The non-negative eigenvalues are used there, in `Real.mul_self_sqrt`, to get $D^2=\Lambda$.

`trace_le_frequencySum` is the estimate for one block; the matrix called $V$ above is `U` in its proof. The step `hdiag` is the identity $MM^T+NN^T=\mathrm{diag}(\alpha_i)$, `hrow` is the bound on row $i$, and `hle` takes the square root. For the equality case, `Finset.sum_eq_sum_iff_of_le` turns equality of the sums into equality for each mode, after which every entry of `N` is squeezed to zero.

`exists_frequency_blocks` cuts $S$ into blocks and reads off the formulas for $A$, $B$ and $C$ by comparing $S^2$ with $H$ through `Matrix.fromBlocks_inj`; `trace_blocks` splits the trace. The last term of $C$ is written `Qᵀ * Qᵀᵀ` so that the one-block estimate applies to it directly with `Qᵀ`.

The inequality then adds two uses of `trace_le_frequencySum`. In the equality theorem, `linarith` combines the two bounds with the assumed equality to show that the QM bound is attained, which gives $Q=0$. For the converse, `hS` expresses the uncoupled Hessian through the block-diagonal root, so the proof never has to match the eigenvalue list of $H$ with those of $A$ and $C$.

**What this means for a QM/MM calculation.** Within the harmonic approximation at a minimum, adding the zero-point energies of the two partial Hessians gives an upper bound on that of the full system. The bound concerns the total for one structure. In a difference between two structures, such as a reactant and a product, one overestimate is subtracted from the other, so the error of the difference can have either sign.
